# The Cayley transform as a bijection from generators with 1 − X invertible to metric-preserving matrices with L + 1 invertible

Take one time and one space dimension, coordinates (x₀, x₁) with x₀ the time multiplied by the speed of light, and the matrix X with zeros on the diagonal and a real number t ≠ ±1 in both off-diagonal places. The light-like vectors (1, 1) and (1, −1) are eigenvectors of X with eigenvalues t and −t. The matrix

L = (1 − X)⁻¹(1 + X)

therefore multiplies x₀ + x₁ by (1 + t)/(1 − t) and x₀ − x₁ by the reciprocal. Their product x₀² − x₁² is unchanged, so L is a Lorentz matrix. The parts below extend this to real square matrices of any finite size.

The index type `n` labels the coordinates, and 1 is the identity matrix.

In Lean 4 with Mathlib:

```lean
import Mathlib

open Matrix

namespace CayleyLorentz

noncomputable section

variable {n : Type*} [Fintype n] [DecidableEq n]
```

The Cayley transform sends a generator X to L.

```lean
/-- The Cayley transform `(1 - X)⁻¹ (1 + X)` of a real square matrix `X`. -/
def cayley (X : Matrix n n ℝ) : Matrix n n ℝ := (1 - X)⁻¹ * (1 + X)
```

The map in the other direction is L ↦ (L − 1)(L + 1)⁻¹.

```lean
/-- The inverse Cayley transform `(L - 1) (L + 1)⁻¹` of a real square matrix `L`. -/
def cayleyInv (L : Matrix n n ℝ) : Matrix n n ℝ := (L - 1) * (L + 1)⁻¹
```

Let g be the matrix of the metric. A generator satisfies Xᵀg + gX = 0, the first-order form of metric conservation. The set `generators g` also requires 1 − X to be invertible, written `IsUnit (1 - X)`.

```lean
/-- Matrices `X` with `Xᵀ g + g X = 0` for which `1 - X` is invertible. -/
def generators (g : Matrix n n ℝ) : Set (Matrix n n ℝ) :=
  {X | Xᵀ * g + g * X = 0 ∧ IsUnit (1 - X)}
```

The set `lorentzMatrices g` contains the L with LᵀgL = g and L + 1 invertible, that is, without eigenvalue −1. Here g may be any real square matrix and need not be symmetric or invertible; the members are Lorentz matrices in the physical sense when g is a Minkowski metric.

```lean
/-- Matrices that preserve the metric `g` and for which `L + 1` is invertible. -/
def lorentzMatrices (g : Matrix n n ℝ) : Set (Matrix n n ℝ) :=
  {L | Lᵀ * g * L = g ∧ IsUnit (L + 1)}
```

For the examples in 1+1 dimensions the signature is (+, −).

```lean
/-- The metric of signature `(+, -)` in one time and one space dimension. -/
def minkowski : Matrix (Fin 2) (Fin 2) ℝ := !![1, 0; 0, -1]
```

## (a) A two-sided inverse

Show that an invertible matrix A has a matrix P with AP = PA = 1.

The determinant of A is nonzero, so P = A⁻¹ exists and works on both sides. The lemma gives the inverse a plain name for the later algebra.

```lean
private theorem exists_inverse {A : Matrix n n ℝ} (h : IsUnit A) :
    ∃ P, A⁻¹ = P ∧ A * P = 1 ∧ P * A = 1 := by
  have hd := (Matrix.isUnit_iff_isUnit_det A).mp h
  exact ⟨A⁻¹, rfl, Matrix.mul_nonsing_inv A hd, Matrix.nonsing_inv_mul A hd⟩
```

## (b) Invertibility from a product equal to 2

Show that AB = 2·1 makes the square matrix A invertible.

The matrix B/2 is a right inverse of A. For square matrices of finite size a right inverse is also a left inverse, which is the step `mul_eq_one_comm`.

```lean
private theorem isUnit_of_mul_eq_two {A B : Matrix n n ℝ} (h : A * B = 1 + 1) : IsUnit A := by
  have h' : A * ((1 / 2 : ℝ) • B) = 1 := by
    rw [mul_smul_comm, h]
    module
  exact ⟨⟨A, (1 / 2 : ℝ) • B, h', mul_eq_one_comm.mp h'⟩, rfl⟩
```

## (c) Cancelling a change of frame

Let A be invertible and AᵀMA = AᵀNA. Show that M = N.

With P from (a), PᵀAᵀ = (AP)ᵀ = 1. Multiplying the equation by Pᵀ on the left and P on the right leaves M = N. In the code, `key` does this for an arbitrary matrix K.

```lean
/-- Two bilinear forms that agree after an invertible change of frame are equal. -/
theorem congruence_cancel {A M N : Matrix n n ℝ} (hA : IsUnit A)
    (h : Aᵀ * M * A = Aᵀ * N * A) : M = N := by
  obtain ⟨P, -, h1, -⟩ := exists_inverse hA
  have ht : Pᵀ * Aᵀ = 1 := by rw [← Matrix.transpose_mul, h1, Matrix.transpose_one]
  have key : ∀ K : Matrix n n ℝ, Pᵀ * (Aᵀ * K * A) * P = K := fun K => by
    calc Pᵀ * (Aᵀ * K * A) * P = (Pᵀ * Aᵀ) * K * (A * P) := by simp only [mul_assoc]
      _ = K := by rw [ht, h1, one_mul, mul_one]
  rw [← key M, h, key N]
```

## (d) The transform without an inverse

For 1 − X invertible, show that L is the Cayley transform of X exactly when

(1 − X)L = 1 + X.

Multiply L = (1 − X)⁻¹(1 + X) on the left by 1 − X; to return, multiply by its inverse.

```lean
/-- When `1 - X` is invertible, `L` is the Cayley transform of `X` exactly when
`(1 - X) L = 1 + X`. -/
theorem cayley_eq_iff {X L : Matrix n n ℝ} (h : IsUnit (1 - X)) :
    cayley X = L ↔ (1 - X) * L = 1 + X := by
  obtain ⟨P, hP, h1, h2⟩ := exists_inverse h
  rw [cayley, hP]
  constructor
  · rintro rfl
    rw [← mul_assoc, h1, one_mul]
  · intro h
    rw [← h, ← mul_assoc, h2, one_mul]
```

## (e) The inverse transform without an inverse

For L + 1 invertible, show that X = (L − 1)(L + 1)⁻¹ exactly when

X(L + 1) = L − 1.

The argument is that of (d), with multiplication on the right.

```lean
/-- When `L + 1` is invertible, `X` is the inverse Cayley transform of `L` exactly when
`X (L + 1) = L - 1`. -/
theorem cayleyInv_eq_iff {X L : Matrix n n ℝ} (h : IsUnit (L + 1)) :
    cayleyInv L = X ↔ X * (L + 1) = L - 1 := by
  obtain ⟨P, hP, h1, h2⟩ := exists_inverse h
  rw [cayleyInv, hP]
  constructor
  · rintro rfl
    rw [mul_assoc, h2, mul_one]
  · intro h
    rw [← h, mul_assoc, h1, mul_one]
```

## (f) Generators go to metric-preserving matrices

Let X be in `generators g` and L its Cayley transform. Show that L is in `lorentzMatrices g`.

Since 1 + X and 1 − X commute, L(1 − X) = 1 + X. Hence

(1 − X)ᵀ(LᵀgL)(1 − X) = (1 + X)ᵀg(1 + X) = g + (Xᵀg + gX) + XᵀgX,

(1 − X)ᵀg(1 − X) = g − (Xᵀg + gX) + XᵀgX.

The right-hand sides differ by 2(Xᵀg + gX) = 0; this is the `hg + hg` in the code. Part (c) then gives LᵀgL = g. Also

(L + 1)(1 − X) = (1 + X) + (1 − X) = 2,

so L + 1 is invertible by (b).

In SI units the Lorentz force on a particle of charge q and mass m gives du/dτ = (q/m)Fu for the four-velocity u, where τ is the proper time and F is the field matrix with mixed indices, which satisfies Fᵀg + gF = 0. With X = (qΔτ/2m)F, the implicit midpoint step u′ − u = X(u′ + u) over a proper time Δτ is u′ = Lu, so with the field held fixed during the step, 1 − X invertible and exact arithmetic it conserves uᵀgu.

```lean
/-- The Cayley transform of a generator preserves the metric, and adding the identity to it
gives an invertible matrix. -/
theorem cayley_mem {g X : Matrix n n ℝ} (hX : X ∈ generators g) :
    cayley X ∈ lorentzMatrices g := by
  obtain ⟨hg, hu⟩ := hX
  -- the two factors of the Cayley transform commute
  have hL : cayley X * (1 - X) = 1 + X := by
    obtain ⟨P, hP, -, h2⟩ := exists_inverse hu
    rw [cayley, hP]
    calc P * (1 + X) * (1 - X) = (P * (1 - X)) * (1 + X) := by noncomm_ring
      _ = 1 + X := by rw [h2, one_mul]
  refine ⟨congruence_cancel hu ?_, isUnit_of_mul_eq_two (B := 1 - X) ?_⟩
  · calc (1 - X)ᵀ * ((cayley X)ᵀ * g * cayley X) * (1 - X)
        = (cayley X * (1 - X))ᵀ * g * (cayley X * (1 - X)) := by
          simp only [Matrix.transpose_mul, mul_assoc]
      _ = (1 + X)ᵀ * g * (1 + X) := by rw [hL]
      _ = (1 - X)ᵀ * g * (1 - X) := by
          simp only [Matrix.transpose_add, Matrix.transpose_sub, Matrix.transpose_one]
          linear_combination (norm := noncomm_ring) hg + hg
  · rw [add_mul, hL, one_mul]
    abel
```

## (g) Metric-preserving matrices go to generators

Let L be in `lorentzMatrices g` and X = (L − 1)(L + 1)⁻¹. Show that X is in `generators g`.

By (e), X(L + 1) = L − 1, so

(L + 1)ᵀ(Xᵀg + gX)(L + 1)
= (L − 1)ᵀg(L + 1) + (L + 1)ᵀg(L − 1)
= 2(LᵀgL − g) = 0.

The mixed terms Lᵀg and gL cancel. Part (c) removes the outer factors. Finally (1 − X)(L + 1) = (L + 1) − (L − 1) = 2, so 1 − X is invertible by (b).

```lean
/-- The inverse Cayley transform of a metric-preserving matrix `L` with `L + 1` invertible is a
generator `X` with `1 - X` invertible. -/
theorem cayleyInv_mem {g L : Matrix n n ℝ} (hL : L ∈ lorentzMatrices g) :
    cayleyInv L ∈ generators g := by
  obtain ⟨hg, hu⟩ := hL
  obtain ⟨X, hX⟩ : ∃ X, cayleyInv L = X := ⟨_, rfl⟩
  have e := (cayleyInv_eq_iff hu).mp hX
  rw [hX]
  refine ⟨congruence_cancel hu ?_, isUnit_of_mul_eq_two (B := L + 1) ?_⟩
  · calc (L + 1)ᵀ * (Xᵀ * g + g * X) * (L + 1)
        = (X * (L + 1))ᵀ * g * (L + 1) + (L + 1)ᵀ * g * (X * (L + 1)) := by
          rw [Matrix.transpose_mul]
          simp only [mul_add (L + 1)ᵀ, add_mul _ _ (L + 1), mul_assoc]
      _ = (L - 1)ᵀ * g * (L + 1) + (L + 1)ᵀ * g * (L - 1) := by rw [e]
      _ = (L + 1)ᵀ * 0 * (L + 1) := by
          simp only [Matrix.transpose_add, Matrix.transpose_sub, Matrix.transpose_one]
          linear_combination (norm := noncomm_ring) hg + hg
  · rw [sub_mul, e, one_mul]
    abel
```

## (h) The bijection and its inverse

Show that the two maps are inverse to each other between the two sets.

Expanding the equation of (d) gives L − XL = 1 + X, and rearranging gives XL + X = L − 1, the equation of (e). Each map thus solves the same equation for a different unknown. With (f) and (g), each undoes the other. In the statement, `Set.BijOn` is the bijection between the sets, and `Set.InvOn` says that `cayleyInv` inverts `cayley` on both sides.

Without the condition on L + 1, surjectivity fails. The spatial reflection L = diag(1, −1) preserves the Minkowski metric, but L + 1 = diag(2, 0) is singular, whereas (f) makes L + 1 invertible for every image of a generator.

```lean
/-- Cayley parametrisation: for any real square matrix `g`, taken as the metric, the Cayley
transform is a bijection from the generators with `1 - X` invertible onto the metric-preserving
matrices with `L + 1` invertible, and `L ↦ (L - 1) (L + 1)⁻¹` is its two-sided inverse. -/
theorem cayley_bijection (g : Matrix n n ℝ) :
    Set.BijOn cayley (generators g) (lorentzMatrices g) ∧
      Set.InvOn cayleyInv cayley (generators g) (lorentzMatrices g) := by
  have hinv : Set.InvOn cayleyInv cayley (generators g) (lorentzMatrices g) := by
    constructor
    · intro X hX
      have e := (cayley_eq_iff hX.2).mp rfl
      refine (cayleyInv_eq_iff (cayley_mem hX).2).mpr ?_
      linear_combination (norm := noncomm_ring) -e
    · intro L hL
      have e := (cayleyInv_eq_iff hL.2).mp rfl
      refine (cayley_eq_iff (cayleyInv_mem hL).2).mpr ?_
      linear_combination (norm := noncomm_ring) -e
  exact ⟨hinv.bijOn (fun _ h => cayley_mem h) (fun _ h => cayleyInv_mem h), hinv⟩
```

## (i) Determinant one

Let det g ≠ 0 and L be in `lorentzMatrices g`. Show that det L = 1.

From LᵀgL = g,

Lᵀg(L + 1) = g + Lᵀg = (L + 1)ᵀg.

Taking determinants gives det L · det g · det(L + 1) = det(L + 1) · det g, and the nonzero factors cancel. The reflection in (h), with determinant −1, shows that the condition on L + 1 matters here too.

```lean
/-- For a nondegenerate metric, every metric-preserving matrix `L` with `L + 1` invertible has
determinant one. -/
theorem det_eq_one {g L : Matrix n n ℝ} (hg : g.det ≠ 0) (hL : L ∈ lorentzMatrices g) :
    L.det = 1 := by
  obtain ⟨h1, h2⟩ := hL
  have hu : (L + 1).det ≠ 0 := ((Matrix.isUnit_iff_isUnit_det _).mp h2).ne_zero
  have h : Lᵀ * g * (L + 1) = (L + 1)ᵀ * g := by
    rw [mul_add, h1, Matrix.transpose_add, Matrix.transpose_one, add_mul, mul_one, one_mul]
    abel
  have hd := congrArg Matrix.det h
  simp only [Matrix.det_mul, Matrix.det_transpose] at hd
  apply mul_right_cancel₀ (mul_ne_zero hg hu)
  linear_combination hd
```

## (j) The 1+1 case as two scalar equations

Let X have off-diagonal entries t, and let a − tb = 1 and b − ta = t. Show that X is in `generators minkowski` and that its Cayley transform has diagonal entries a and off-diagonal entries b.

Eliminating a gives b(1 − t²) = 2t. If t² were 1, t would be 0, a contradiction. So det(1 − X) = 1 − t² ≠ 0. The generator condition follows entry by entry, and the product (1 − X)L has diagonal entries a − tb = 1 and off-diagonal entries b − ta = t, as (d) requires.

```lean
private theorem boost_aux {t a b : ℝ} (e1 : a - t * b = 1) (e2 : b - t * a = t) :
    !![0, t; t, 0] ∈ generators minkowski ∧ cayley !![0, t; t, 0] = !![a, b; b, a] := by
  have ht : 1 - t ^ 2 ≠ 0 := by
    intro h
    have h0 : t = 0 := by linear_combination -(t * e1 + e2) / 2 + b / 2 * h
    rw [h0] at h
    norm_num at h
  have hsub : (1 : Matrix (Fin 2) (Fin 2) ℝ) - !![0, t; t, 0] = !![1, -t; -t, 1] := by
    ext i j; fin_cases i <;> fin_cases j <;> simp
  have hadd : (1 : Matrix (Fin 2) (Fin 2) ℝ) + !![0, t; t, 0] = !![1, t; t, 1] := by
    ext i j; fin_cases i <;> fin_cases j <;> simp
  have hu : IsUnit ((1 : Matrix (Fin 2) (Fin 2) ℝ) - !![0, t; t, 0]) := by
    rw [Matrix.isUnit_iff_isUnit_det, hsub, Matrix.det_fin_two_of, isUnit_iff_ne_zero]
    intro h
    exact ht (by linear_combination h)
  refine ⟨⟨?_, hu⟩, (cayley_eq_iff hu).mpr ?_⟩
  · ext i j
    fin_cases i <;> fin_cases j <;> simp [minkowski, Matrix.mul_apply, Fin.sum_univ_succ]
  · rw [hsub, hadd, Matrix.mul_fin_two]
    ext i j
    fin_cases i <;> fin_cases j <;> simp <;> linarith
```

## (k) The boost of rapidity η

Show that t = tanh(η/2) gives the boost with entries cosh η and sinh η.

Put η = 2u, s = sinh u, c = cosh u. Then t = s/c, a = c² + s², b = 2sc, and

a − tb = c² − s² = 1,

b − ta = s(c² − s²)/c = t.

Part (j) finishes the argument. With the positive sign of sinh η, the boost takes a particle at rest to velocity +c₀ tanh η, where c₀ is the speed of light.

```lean
/-- In 1+1 dimensions the matrix with off-diagonal entries `tanh (η/2)` is a generator, and its
Cayley transform is the boost of rapidity `η`. -/
theorem cayley_boost (η : ℝ) :
    !![0, Real.tanh (η / 2); Real.tanh (η / 2), 0] ∈ generators minkowski ∧
      cayley !![0, Real.tanh (η / 2); Real.tanh (η / 2), 0] =
        !![Real.cosh η, Real.sinh η; Real.sinh η, Real.cosh η] := by
  obtain ⟨u, rfl⟩ : ∃ u, η = 2 * u := ⟨η / 2, by ring⟩
  rw [show 2 * u / 2 = u by ring]
  have hs := Real.cosh_sq u
  have ht : Real.tanh u * Real.cosh u = Real.sinh u := by
    rw [Real.tanh_eq_sinh_div_cosh, div_mul_cancel₀ _ (Real.cosh_pos u).ne']
  -- double-angle formulas for the hyperbolic functions
  apply boost_aux
  · rw [Real.cosh_two_mul, Real.sinh_two_mul]
    linear_combination hs - 2 * Real.sinh u * ht
  · rw [Real.cosh_two_mul, Real.sinh_two_mul]
    linear_combination Real.tanh u * hs - 2 * Real.cosh u * ht
```

## (l) A generator whose transform reverses time

Show that t = 2 gives a Lorentz matrix with time-time entry −5/3.

Take a = −5/3 and b = −4/3. Then a − 2b = 1 and b − 2a = 2, so (j) applies. The Cayley image is therefore not confined to matrices that keep the direction of time.

```lean
/-- In 1+1 dimensions the matrix with off-diagonal entries `2` is a generator whose Cayley
transform has the negative time-time entry `-5/3`. -/
theorem cayley_time_reversing :
    !![0, 2; 2, 0] ∈ generators minkowski ∧
      cayley !![0, 2; 2, 0] = !![-5 / 3, -4 / 3; -4 / 3, -5 / 3] :=
  boost_aux (by norm_num) (by norm_num)

end

end CayleyLorentz
```

```lean
#print axioms CayleyLorentz.cayley_bijection
#print axioms CayleyLorentz.det_eq_one
#print axioms CayleyLorentz.cayley_boost
#print axioms CayleyLorentz.cayley_time_reversing
```

```
'CayleyLorentz.cayley_bijection' depends on axioms: [propext, Classical.choice, Quot.sound]
'CayleyLorentz.det_eq_one' depends on axioms: [propext, Classical.choice, Quot.sound]
'CayleyLorentz.cayley_boost' depends on axioms: [propext, Classical.choice, Quot.sound]
'CayleyLorentz.cayley_time_reversing' depends on axioms: [propext, Classical.choice, Quot.sound]
```
